# Under a finite-index subgroup, the site-symmetry ratios of a split crystallographic orbit sum to the index

Take a symmetry group with two operations, the identity and a mirror reflection, and remove the mirror. An atom off the mirror plane had one equivalent partner. The two atoms are now independent, and each has a site-symmetry group of order 1 before and after, so the ratios of old to new order add up to $1/1+1/1=2$. An atom on the plane had no partner. It stays a single orbit, but its site-symmetry group drops from order 2 to order 1, and the only ratio is $2/1=2$. Either way the sum is 2, the index of the subgroup.

I believe that this holds for any space group and any subgroup of finite index: an orbit of equivalent atoms splits into finitely many orbits, and the ratios of site-symmetry orders, one for each new orbit, sum to the index. Can this be made rigorous, with a proof that a machine has checked?

## Sorting the cosets by the site they reach

Yes. Let a group $G$ act on a set $X$, let $H$ be a subgroup of finite index $[G:H]$, and let $x\in X$ have a finite stabiliser $\mathrm{Stab}_G(x)=\{g\in G: gx=x\}$. This stabiliser is the site-symmetry group of $x$. Choose a set $R$ that contains exactly one point from each $H$-orbit inside the orbit $Gx$. The claim is that $R$ is finite and that

$$\sum_{r\in R}\frac{|\mathrm{Stab}_G(r)|}{|\mathrm{Stab}_H(r)|}=[G:H].$$

The idea is to distribute the cosets $gH$ among the representatives. For each $r\in R$ choose $a_r\in G$ with $a_r r=x$, which is possible because $r$ lies in $Gx$. Write $K_r=H\cap\mathrm{Stab}_G(r)$ for the operations of $H$ that fix $r$. Define a map on pairs that consist of a representative and a coset of $K_r$ in $\mathrm{Stab}_G(r)$:

$$f(r,\,sK_r)=a_r s H .$$

**The map is well defined.** If $sK_r=tK_r$, then $(a_rs)^{-1}(a_rt)=s^{-1}t$ lies in $H$, so $a_rsH=a_rtH$.

**It is injective.** Suppose that $a_r s H=a_{r'}tH$, with $s$ fixing $r$ and $t$ fixing $r'$. Then $h=(a_rs)^{-1}a_{r'}t$ lies in $H$, and

$$h r'=s^{-1}a_r^{-1}a_{r'}t\,r'=s^{-1}a_r^{-1}a_{r'}r'=s^{-1}a_r^{-1}x=s^{-1}r=r .$$

So $r$ and $r'$ lie in the same $H$-orbit. As $R$ has only one point there, $r=r'$. Now $h=s^{-1}t$ is in $H$ and fixes $r$, hence $sK_r=tK_r$.

**It is surjective.** Given $g\in G$, the point $g^{-1}x$ lies in $Gx$, so there are $r\in R$ and $h\in H$ with $hr=g^{-1}x$. Put $s=a_r^{-1}gh$. Then $sr=a_r^{-1}g\,g^{-1}x=a_r^{-1}x=r$, so $s$ is in the site-symmetry group of $r$, and $a_rsH=ghH=gH$.

Each $r$ therefore accounts for at least one coset of its own. Since there are only $[G:H]$ cosets, $R$ is finite, and counting both sides gives

$$[G:H]=\sum_{r\in R}[\mathrm{Stab}_G(r):K_r].$$

It remains to turn each index into a ratio of orders. If $gx=y$, then $s\mapsto g^{-1}sg$ maps $\mathrm{Stab}_G(y)$ injectively into $\mathrm{Stab}_G(x)$, so every site-symmetry group along the orbit is finite. The group $K_r$ is $\mathrm{Stab}_H(r)$, and Lagrange's theorem gives

$$|\mathrm{Stab}_G(r)|=|\mathrm{Stab}_H(r)|\,[\mathrm{Stab}_G(r):K_r].$$

Dividing by $|\mathrm{Stab}_H(r)|$ and summing over $r$ proves the claim.

The sum of indices also shows that the number of new orbits is at most the index, and when it reaches this bound. Every term is at least 1, so the number of $H$-orbits equals $[G:H]$ exactly when every term is 1, that is, when $\mathrm{Stab}_G(r)\subseteq H$ for every $r\in R$. Every representative then keeps its full site symmetry.

Three equivalent sites, labelled 0, 1 and 2, show an unequal splitting. Let $G$ be all six permutations of the sites and $H$ the two that fix site 0. The orbits under $H$ are $\{0\}$ and $\{1,2\}$. Site 0 keeps its stabiliser of order 2 and contributes $2/2=1$. Site 1 goes from order 2 to order 1 and contributes $2/1=2$. The sum is 3, which is the index.

## What the theorem says about a crystal

In `wyckoff_splitting`, `G` is the space group, `H : Subgroup G` is what remains of it after the symmetry reduction, and `X` is the space of points on which it acts. The file asks only for a group action, so distances, lattices and the dimension of space play no part. `orbit G x` is the crystallographic orbit of `x`, and `stabilizer G r` and `stabilizer H r` are the site-symmetry groups of `r` before and after the reduction.

The predicate `IsRepresentatives H x R` says that `R` lies inside the orbit and that each `y` in the orbit belongs to the `H`-orbit of exactly one `r` in `R`. The theorem holds for every such `R`, and `exists_representatives` shows that there always is one.

Two finiteness conditions are assumed:

- `[H.FiniteIndex]` says that only finitely many cosets exist. A subgroup of a space group satisfies it if it keeps all translations, or at least a coarser three-dimensional lattice of them, whatever point operations it loses. A reduction from a crystal to a layer group, which loses all translations in one direction, does not.
- `[Finite (stabilizer G x)]` says that finitely many operations fix the site. For a space group this reflects the discreteness of the lattice; the file takes it as a hypothesis. It matters because `Nat.card` assigns 0 to an infinite group, and the ratios would then lose their meaning.

The conclusion `∃ hfin : R.Finite, ...` states that `R` is finite and uses that fact to form the sum. The ratios are taken in the rational numbers `ℚ`, so no rounding of integer division enters.

The theorem follows one orbit. A Wyckoff position in the crystallographic tables is a whole family of orbits whose site-symmetry groups are conjugate, and the theorem doesn't determine to which Wyckoff positions of `H` the new orbits belong. For an ideal crystal with exact symmetry, the identity can serve as a consistency check on the list of independent atoms when a structure is set up for a simulation in a lower-symmetry space group.

```lean
import Mathlib

open MulAction

namespace WyckoffSplitting

variable {G X : Type*} [Group G] [MulAction G X]

/-- `R` contains exactly one point from each `H`-orbit inside the crystallographic
orbit `G x`. -/
def IsRepresentatives (H : Subgroup G) (x : X) (R : Set X) : Prop :=
  R ⊆ orbit G x ∧ ∀ y ∈ orbit G x, ∃! r, r ∈ R ∧ y ∈ orbit H r

/-- Every crystallographic orbit has a set of representatives for its splitting under a
subgroup `H`. -/
theorem exists_representatives (H : Subgroup G) (x : X) :
    ∃ R : Set X, IsRepresentatives H x R := by
  -- choose one point in each `H`-orbit of the whole space
  obtain ⟨c, hc, hcc⟩ : ∃ c : X → X, (∀ y, c y ∈ orbit H y) ∧
      ∀ y z, y ∈ orbit H z → c y = c z :=
    ⟨fun y => Quotient.out (Quotient.mk (orbitRel H X) y),
      fun y => Quotient.mk_out (s := orbitRel H X) y,
      fun y z h => congrArg Quotient.out (Quotient.sound (s := orbitRel H X) h)⟩
  refine ⟨c '' orbit G x, ?_, ?_⟩
  · rintro _ ⟨y, ⟨g, hg⟩, rfl⟩
    obtain ⟨h, hh⟩ := hc y
    have hg' : g • x = y := hg
    refine ⟨(h : G) * g, ?_⟩
    change ((h : G) * g) • x = c y
    rw [mul_smul, hg']
    exact hh
  · intro y hy
    refine ⟨c y, ⟨⟨y, hy, rfl⟩, mem_orbit_symm.mp (hc y)⟩, ?_⟩
    rintro _ ⟨⟨z, -, rfl⟩, hyz⟩
    rw [orbit_eq_iff.mpr (hc z)] at hyz
    exact (hcc y z hyz).symm

/-- The cosets of `H` in `G` are in bijection with the disjoint union, over the
representatives `r`, of the cosets of `H ∩ Stab_G(r)` in the site-symmetry group of `r`. -/
theorem coset_decomposition {H : Subgroup G} {x : X} {R : Set X}
    (hR : IsRepresentatives H x R) :
    ∃ f : (Σ r : R, stabilizer G (r : X) ⧸ H.subgroupOf (stabilizer G (r : X))) → G ⧸ H,
      Function.Bijective f := by
  have key : ∀ r : R, ∃ a : G, a • (r : X) = x := by
    rintro ⟨r, hr⟩
    obtain ⟨g, hg⟩ := hR.1 hr
    have hg' : g • x = r := hg
    exact ⟨g⁻¹, inv_smul_eq_iff.mpr hg'.symm⟩
  choose a ha using key
  -- the pair `(r, s)` is sent to the coset `a r * s * H`
  refine ⟨fun p => Quotient.liftOn' p.2 (fun s => ((a p.1 * (s : G) : G) : G ⧸ H)) ?_,
    ?_, ?_⟩
  · intro s t hst
    have h : (s : G)⁻¹ * (t : G) ∈ H :=
      Subgroup.mem_subgroupOf.mp (QuotientGroup.leftRel_apply.mp hst)
    have e : (a p.1 * (s : G))⁻¹ * (a p.1 * (t : G)) = (s : G)⁻¹ * (t : G) := by group
    exact QuotientGroup.eq.mpr (by rw [e]; exact h)
  · rintro ⟨r, q⟩ ⟨r', q'⟩ h
    obtain ⟨s, rfl⟩ := QuotientGroup.mk_surjective q
    obtain ⟨t, rfl⟩ := QuotientGroup.mk_surjective q'
    have h' : ((a r * (s : G) : G) : G ⧸ H) = ((a r' * (t : G) : G) : G ⧸ H) := h
    rw [QuotientGroup.eq] at h'
    have hs : (s : G) • (r : X) = r := s.2
    have ht : (t : G) • (r' : X) = r' := t.2
    have hm : ((a r * (s : G))⁻¹ * (a r' * (t : G))) • (r' : X) = r := by
      rw [mul_smul, mul_smul, ht, ha, inv_smul_eq_iff, mul_smul, hs, ha]
    -- `r` and `r'` are `H`-equivalent, hence equal
    obtain rfl : r = r' := Subtype.ext ((hR.2 r (hR.1 r.2)).unique
      ⟨r.2, mem_orbit_self _⟩ ⟨r'.2, ⟨⟨_, h'⟩, hm⟩⟩)
    refine congrArg (Sigma.mk r) (QuotientGroup.eq.mpr (Subgroup.mem_subgroupOf.mpr ?_))
    have e : (a r * (s : G))⁻¹ * (a r * (t : G)) = (s : G)⁻¹ * (t : G) := by group
    rw [e] at h'
    exact h'
  · intro q
    obtain ⟨g, rfl⟩ := QuotientGroup.mk_surjective q
    obtain ⟨r, ⟨hr, h, hh⟩, -⟩ := hR.2 (g⁻¹ • x) ⟨g⁻¹, rfl⟩
    have hh' : (h : G) • r = g⁻¹ • x := hh
    have hs : ((a ⟨r, hr⟩)⁻¹ * (g * (h : G))) • r = r := by
      rw [mul_smul, mul_smul, hh', smul_inv_smul, inv_smul_eq_iff]
      exact (ha ⟨r, hr⟩).symm
    refine ⟨⟨⟨r, hr⟩, QuotientGroup.mk ⟨_, hs⟩⟩, ?_⟩
    change ((a ⟨r, hr⟩ * ((a ⟨r, hr⟩)⁻¹ * (g * (h : G))) : G) : G ⧸ H) = (g : G ⧸ H)
    rw [mul_inv_cancel_left]
    have e : (g * (h : G))⁻¹ * g = (h : G)⁻¹ := by group
    exact QuotientGroup.eq.mpr (by rw [e]; exact H.inv_mem h.2)

/-- For a subgroup `H` of finite index, every set of representatives of the `H`-orbits inside a
crystallographic orbit is finite. -/
theorem finite_representatives {H : Subgroup G} [H.FiniteIndex] {x : X} {R : Set X}
    (hR : IsRepresentatives H x R) : R.Finite := by
  obtain ⟨f, hf⟩ := coset_decomposition hR
  have : Finite R := Finite.of_injective (fun r : R => f ⟨r, QuotientGroup.mk 1⟩)
    (fun r r' h => congrArg Sigma.fst (hf.1 h))
  exact Set.toFinite R

/-- The index of `H` in `G` is the sum, over the representatives, of the index of
`H ∩ Stab_G(r)` in the site-symmetry group of `r`. -/
theorem index_eq_sum_relIndex {H : Subgroup G} [H.FiniteIndex] {x : X} {R : Set X}
    (hR : IsRepresentatives H x R) (hfin : R.Finite) :
    H.index = ∑ r ∈ hfin.toFinset, H.relIndex (stabilizer G r) := by
  obtain ⟨f, hf⟩ := coset_decomposition hR
  have : Fintype R := hfin.fintype
  rw [Finset.sum_subtype (p := fun y => y ∈ R) hfin.toFinset
    (fun y => hfin.mem_toFinset)]
  exact (Nat.card_congr (Equiv.ofBijective f hf)).symm.trans Nat.card_sigma

/-- The order of the site-symmetry group in `G` is its order in `H` times the index of
`H ∩ Stab_G(y)` in `Stab_G(y)`. -/
theorem site_symmetry_reduction (H : Subgroup G) (y : X) :
    Nat.card (stabilizer G y) =
      Nat.card (stabilizer H y) * H.relIndex (stabilizer G y) := by
  have e : Nat.card (H.subgroupOf (stabilizer G y)) = Nat.card (stabilizer H y) :=
    Nat.card_congr
      { toFun := fun s => ⟨⟨s.1.1, s.2⟩, s.1.2⟩
        invFun := fun s => ⟨⟨s.1.1, s.2⟩, s.1.2⟩
        left_inv := fun _ => rfl
        right_inv := fun _ => rfl }
  rw [← e]
  exact (Subgroup.card_mul_index _).symm

/-- If one point of a crystallographic orbit has a finite site-symmetry group, so has
every point of the orbit. -/
theorem finite_site_symmetry {x y : X} [Finite (stabilizer G x)] (hy : y ∈ orbit G x) :
    Finite (stabilizer G y) := by
  obtain ⟨g, hg⟩ := hy
  have hg' : g • x = y := hg
  -- conjugation by `g` carries one stabiliser into the other
  have hmem : ∀ s : stabilizer G y, g⁻¹ * (s : G) * g ∈ stabilizer G x := by
    intro s
    have hs : (s : G) • y = y := s.2
    rw [mem_stabilizer_iff, mul_smul, mul_smul, hg', hs, inv_smul_eq_iff, hg']
  refine Finite.of_injective
    (fun s : stabilizer G y => (⟨_, hmem s⟩ : stabilizer G x)) ?_
  intro s t h
  have h' : g⁻¹ * (s : G) * g = g⁻¹ * (t : G) * g := congrArg Subtype.val h
  exact Subtype.ext (mul_left_cancel (mul_right_cancel h'))

/-- If `H` has finite index and `x` has a finite site-symmetry group, then every set `R` of
representatives for the splitting of the orbit `G x` into `H`-orbits is finite, and the ratios of
site-symmetry orders in `G` and in `H`, summed over representatives, give the index of `H` in `G`.
-/
theorem wyckoff_splitting {H : Subgroup G} [H.FiniteIndex] {x : X}
    [Finite (stabilizer G x)] {R : Set X} (hR : IsRepresentatives H x R) :
    ∃ hfin : R.Finite, ∑ r ∈ hfin.toFinset,
      (Nat.card (stabilizer G r) : ℚ) / Nat.card (stabilizer H r) = H.index := by
  have hfin := finite_representatives hR
  refine ⟨hfin, ?_⟩
  rw [index_eq_sum_relIndex hR hfin, Nat.cast_sum]
  refine Finset.sum_congr rfl fun r hr => ?_
  have := finite_site_symmetry (hR.1 (hfin.mem_toFinset.mp hr))
  have h := site_symmetry_reduction H r
  have hG : Nat.card (stabilizer G r) ≠ 0 := Nat.card_pos.ne'
  have hH : Nat.card (stabilizer H r) ≠ 0 := fun h0 => hG (by rw [h, h0, zero_mul])
  rw [div_eq_iff (Nat.cast_ne_zero.mpr hH)]
  exact_mod_cast h.trans (mul_comm _ _)

/-- For `H` of finite index, the number of representatives, one for each `H`-orbit in `G x`, equals
the index of `H` exactly when the site-symmetry group of every representative lies in `H`. -/
theorem card_eq_index_iff {H : Subgroup G} [H.FiniteIndex] {x : X} {R : Set X}
    (hR : IsRepresentatives H x R) :
    R.ncard = H.index ↔ ∀ r ∈ R, stabilizer G r ≤ H := by
  have hfin := finite_representatives hR
  -- every representative contributes at least one to the index
  have hpos : ∀ r ∈ hfin.toFinset, 1 ≤ H.relIndex (stabilizer G r) := fun r _ =>
    Nat.pos_of_ne_zero
      (inferInstance : (H.subgroupOf (stabilizer G r)).FiniteIndex).index_ne_zero
  rw [index_eq_sum_relIndex hR hfin, Set.ncard_eq_toFinset_card R hfin,
    Finset.card_eq_sum_ones, Finset.sum_eq_sum_iff_of_le hpos]
  constructor
  · intro h r hr
    exact Subgroup.relIndex_eq_one.mp (h r (hfin.mem_toFinset.mpr hr)).symm
  · intro h r hr
    exact (Subgroup.relIndex_eq_one.mpr (h r (hfin.mem_toFinset.mp hr))).symm

/-- For all permutations of three sites, reduced to those that fix site 0, the sites 0 and 1
represent the orbits into which the three sites split. -/
theorem representatives_witness :
    IsRepresentatives (stabilizer (Equiv.Perm (Fin 3)) (0 : Fin 3)) (0 : Fin 3)
      {0, 1} := by
  refine ⟨fun r _ => ⟨Equiv.swap 0 r, Equiv.swap_apply_left 0 r⟩, fun y _ => ?_⟩
  have fix0 : ∀ h : stabilizer (Equiv.Perm (Fin 3)) (0 : Fin 3), h.1 0 = 0 :=
    fun h => h.2
  by_cases hy : y = 0
  · subst hy
    refine ⟨0, ⟨by simp, mem_orbit_self _⟩, ?_⟩
    rintro r ⟨-, h, hh⟩
    have hh' : h.1 r = 0 := hh
    exact h.1.injective (hh'.trans (fix0 h).symm)
  · refine ⟨1, ⟨by simp, ⟨⟨Equiv.swap 1 y, ?_⟩, Equiv.swap_apply_left 1 y⟩⟩, ?_⟩
    · exact Equiv.swap_apply_of_ne_of_ne (by decide) (Ne.symm hy)
    · rintro r ⟨hr, h, hh⟩
      have hh' : h.1 r = y := hh
      rcases hr with hr | hr
      · rw [hr, fix0 h] at hh'
        exact absurd hh'.symm hy
      · exact hr

end WyckoffSplitting
```

```lean
#print axioms WyckoffSplitting.exists_representatives
-- 'WyckoffSplitting.exists_representatives' depends on axioms: [propext, Classical.choice, Quot.sound]
#print axioms WyckoffSplitting.finite_site_symmetry
-- 'WyckoffSplitting.finite_site_symmetry' depends on axioms: [propext, Classical.choice, Quot.sound]
#print axioms WyckoffSplitting.wyckoff_splitting
-- 'WyckoffSplitting.wyckoff_splitting' depends on axioms: [propext, Classical.choice, Quot.sound]
#print axioms WyckoffSplitting.card_eq_index_iff
-- 'WyckoffSplitting.card_eq_index_iff' depends on axioms: [propext, Classical.choice, Quot.sound]
```

## How the Lean proof follows the cosets

`exists_representatives` builds `R` by choosing one point `c y` in the `H`-orbit of each `y`, in such a way that `H`-equivalent points get the same choice. The set `R` is the image of `orbit G x` under `c`. If `y` also lies in the `H`-orbit of another chosen point `c z`, then `y` and `z` are equivalent, so `c y = c z`.

`coset_decomposition` is the bijection $f$. The type `Σ r : R, ...` is the set of pairs $(r,sK_r)$, and `H.subgroupOf (stabilizer G r)` is $K_r$ regarded as a subgroup of the site-symmetry group. The line `choose a ha using key` picks all the $a_r$ at once. The three bullets that follow are well-definedness, injectivity and surjectivity, in the same order as above. `QuotientGroup.eq` translates equality of two cosets into the statement that $(a_rs)^{-1}a_{r'}t$ lies in $H$. The fact `hm` is the computation $hr'=r$, and `.unique` then draws the conclusion $r=r'$ from the definition of `R`. In the last bullet, `hs` verifies that $a_r^{-1}gh$ fixes $r$.

`finite_representatives` sends each `r` to the coset $f(r,K_r)$. This is an injection into a finite set, so `R` is finite. `index_eq_sum_relIndex` counts both sides of the bijection, with `Nat.card_sigma` adding up the contributions of the representatives. The expression `H.relIndex (stabilizer G r)` is the index $[\mathrm{Stab}_G(r):K_r]$.

`site_symmetry_reduction` is the Lagrange step. In Lean, $K_r$ consists of elements of the stabiliser that lie in `H`, while `stabilizer H r` consists of elements of `H` that fix `r`. The fact `e` matches the two element by element, and `Subgroup.card_mul_index` supplies Lagrange's theorem. `finite_site_symmetry` is the conjugation argument, with cancellation of $g^{-1}$ and $g$ giving injectivity.

`wyckoff_splitting` puts these results together. It rewrites the index as the sum of relative indices and compares the two sums term by term with `Finset.sum_congr`. For each `r` it shows that the order of `stabilizer H r` is not zero, so that `div_eq_iff` can replace the quotient by the product in Lagrange's theorem.

`card_eq_index_iff` says when the number of new orbits equals the index, and it doesn't need finite stabilisers. The fact `hpos` says that every term is at least 1. `Finset.sum_eq_sum_iff_of_le` then says that a sum of ones equals the sum of these terms only if they agree one by one, and `Subgroup.relIndex_eq_one` turns a relative index of 1 into the inclusion `stabilizer G r ≤ H`.

`representatives_witness` confirms that `{0, 1}` is a valid set of representatives in the three-site example. Swapping 0 with `r` shows that all sites lie in one orbit of the full group. For `y = 0`, a permutation that fixes 0 can send no other site there, so 0 is the only possible representative. For any other `y`, swapping 1 with `y` leaves 0 in place and carries 1 to `y`, while site 0 cannot reach `y` under `H`.
